# Two attractive delta wells have two bound-state roots if \(d>1/g_1+1/g_2\), otherwise one

To compute every bound level of two delta wells by bisection, it helps to know how many roots there are and an interval with a sign change for each. Let the wells have strengths \(g_1,g_2>0\) and separation \(d>0\), with Hamiltonian

\[
H=-\frac{d^2}{dx^2}-g_1\delta(x)-g_2\delta(x-d),\qquad E=-\kappa^2,\quad \kappa>0 .
\]

The levels follow from

\[
(2\kappa-g_1)(2\kappa-g_2)=g_1g_2e^{-2\kappa d}, \tag{1}
\]

which has exactly two positive roots if \(d>1/g_1+1/g_2\) and exactly one otherwise. In this one-dimensional, non-interacting model of a diatomic molecule, the count says whether a second orbital is bound.

## From the slope jumps to the root count

A bound state is continuous, decays at infinity and satisfies \(\psi''=\kappa^2\psi\) away from the wells, so its values at the two wells determine it. The functions \(\psi(x)=Ae^{-\kappa|x|}+Be^{-\kappa|x-d|}\) have these properties and, since \(e^{-\kappa d}<1\), can match any two such values. Every bound state therefore has this form. At a well of strength \(g\) the slope jumps by \(-g\psi\), so

\[
2\kappa A=g_1(A+Be^{-\kappa d}),\qquad 2\kappa B=g_2(B+Ae^{-\kappa d}).
\]

A nonzero solution \((A,B)\) exists exactly when the determinant vanishes, which is (1). The first equation then fixes \(B\) from \(A\), so each root belongs to one bound state up to a constant factor. The right side of (1) is positive, so \(2\kappa\) lies above both strengths or below both. Let \(F(\kappa)\) be the left side minus the right.

**Above both.** At \(2\kappa=\max(g_1,g_2)\) the left side vanishes and \(F<0\). At \(2\kappa=g_1+g_2\) the left side is \(g_1g_2\) and \(F>0\). A root lies between. It is the only one in this region, since the left side rises and the right side falls.

**Below both, at most one.** Taking logarithms, a root is a zero of

\[
h(\kappa)=\log\Bigl(1-\frac{2\kappa}{g_1}\Bigr)+\log\Bigl(1-\frac{2\kappa}{g_2}\Bigr)+2\kappa d .
\]

This function is strictly concave and \(h(0)=0\). If \(0<a<b\) were both zeros, then with \(s=a/b\) we would have \(h(a)>(1-s)h(0)+s\,h(b)=0\), a contradiction.

**Below both, existence.** At a root, \(1-x<e^{-x}\) for \(x\neq0\) gives

\[
e^{-2\kappa d}=\Bigl(1-\frac{2\kappa}{g_1}\Bigr)\Bigl(1-\frac{2\kappa}{g_2}\Bigr)<e^{-2\kappa(1/g_1+1/g_2)},
\]

so \(d>1/g_1+1/g_2\). Conversely, if this holds, then \(Q=dg_1g_2-(g_1+g_2)>0\). Put \(u=Q/(2(g_1+g_2)d)\), which is below both strengths. Then

\[
\bigl(g_1g_2-(g_1+g_2)u\bigr)(1+ud)=g_1g_2+\tfrac12uQ>g_1g_2 .
\]

Since \(e^{-ud}\le 1/(1+ud)\), it follows that \((g_1-u)(g_2-u)>g_1g_2e^{-ud}\), that is, \(F(u/2)>0\). At \(2\kappa=\min(g_1,g_2)\) we have \(F<0\), so a root lies between.

## Equal wells with \(g_1=g_2=2\)

The threshold is \(d=1\), and (1) becomes \(\kappa-1=\pm e^{-\kappa d}\). For \(d=2\) the trial point is \(u/2=0.125\), where \(F\approx0.64\). The brackets \((0.125,1)\) and \((1,2)\) yield \(\kappa\approx0.797\) and \(\kappa\approx1.109\), so \(E\approx-0.635\) and \(E\approx-1.230\). At \(d=1\) only \(\kappa\approx1.278\) remains.

## The wave function and its jumps in Lean

```lean
import Mathlib

open Set Filter Topology
open Real (exp log)

namespace DoubleDeltaWell

noncomputable section
```

`wave` is the two-centre function \(\psi\), with general centres `a` and `b`.

```lean
/-- Superposition of two exponentials with decay constant `κ`, centred at `a` and `b`. -/
def wave (κ a b A B : ℝ) : ℝ → ℝ :=
  fun x => A * exp (-κ * |x - a|) + B * exp (-κ * |x - b|)
```

`DeltaKink` expresses the delta potential through one-sided derivatives `l` and `r`; no distributions are involved.

```lean
/-- The slope of `ψ` jumps by `-g ψ(a)` at `a`, as an attractive delta well of strength `g`
demands for the Hamiltonian `-d²/dx² - g δ(x - a)`. -/
def DeltaKink (ψ : ℝ → ℝ) (g a : ℝ) : Prop :=
  ∃ l r, HasDerivWithinAt ψ l (Iio a) a ∧ HasDerivWithinAt ψ r (Ioi a) a ∧ r - l = -g * ψ a
```

Equation (1) and the function \(F\) come next.

```lean
/-- The bound-state equation of two delta wells of strengths `g1`, `g2` at distance `d`. -/
def BoundStateEq (g1 g2 d κ : ℝ) : Prop :=
  (2 * κ - g1) * (2 * κ - g2) = g1 * g2 * exp (-2 * κ * d)

/-- The secular function: left side minus right side of the bound-state equation. -/
def secular (g1 g2 d κ : ℝ) : ℝ :=
  (2 * κ - g1) * (2 * κ - g2) - g1 * g2 * exp (-2 * κ * d)
```

Near any point other than its centre, each term is a pure exponential with rate \(\kappa\) or \(-\kappa\). Two derivatives therefore multiply it by \(\kappa^2\), which gives the free equation.

```lean
/-- Away from its centre, `exp (-κ|x - a|)` is locally a pure exponential with rate `κ` or `-κ`. -/
theorem local_exp (κ : ℝ) {a x : ℝ} (hx : x ≠ a) :
    ∃ c, c ^ 2 = κ ^ 2 ∧ ∀ᶠ y in 𝓝 x, exp (-κ * |y - a|) = exp (c * (y - a)) := by
  rcases lt_or_gt_of_ne hx with h | h
  · refine ⟨κ, rfl, ?_⟩
    filter_upwards [Iio_mem_nhds h] with y hy
    rw [abs_of_neg (sub_neg.2 hy), neg_mul_neg]
  · refine ⟨-κ, by ring, ?_⟩
    filter_upwards [Ioi_mem_nhds h] with y hy
    rw [abs_of_pos (sub_pos.2 hy)]

/-- Away from both wells the wave function obeys the free Schrödinger equation `ψ'' = κ² ψ`. -/
theorem wave_free (κ A B : ℝ) {a b x : ℝ} (ha : x ≠ a) (hb : x ≠ b) :
    deriv (deriv (wave κ a b A B)) x = κ ^ 2 * wave κ a b A B x := by
  obtain ⟨c, hc, h1⟩ := local_exp κ ha
  obtain ⟨c', hc', h2⟩ := local_exp κ hb
  have h : wave κ a b A B =ᶠ[𝓝 x]
      fun y => A * exp (c * (y - a)) + B * exp (c' * (y - b)) := by
    filter_upwards [h1, h2] with y e1 e2
    simp only [wave, e1, e2]
  have D : ∀ P Q y : ℝ, HasDerivAt (fun y => P * exp (c * (y - a)) + Q * exp (c' * (y - b)))
      (P * c * exp (c * (y - a)) + Q * c' * exp (c' * (y - b))) y := fun P Q y =>
    (((((hasDerivAt_id' y).sub_const a).const_mul c).exp.const_mul P).fun_add
      ((((hasDerivAt_id' y).sub_const b).const_mul c').exp.const_mul Q)).congr_deriv (by ring)
  rw [h.deriv.deriv_eq, h.eq_of_nhds, funext fun y => (D A B y).deriv,
    (D (A * c) (B * c') x).deriv]
  linear_combination A * exp (c * (x - a)) * hc + B * exp (c' * (x - b)) * hc'
```

The two centres are assumed distinct, so at a well only the exponential centred there contributes to the jump. Uniqueness of one-sided derivatives turns the jump condition into the linear equation for the amplitudes.

```lean
/-- The jump condition at the centre `a` is equivalent to a linear equation for the amplitudes `A`
and `B`. -/
theorem kink_iff (κ A B g : ℝ) {a b : ℝ} (hab : a ≠ b) :
    DeltaKink (wave κ a b A B) g a ↔ 2 * κ * A = g * (A + B * exp (-κ * |a - b|)) := by
  obtain ⟨c, -, hc⟩ := local_exp κ hab
  obtain ⟨m, hm⟩ : ∃ m, HasDerivAt (fun x => exp (-κ * |x - b|)) m a :=
    ⟨_, (((hasDerivAt_id' a).sub_const b).const_mul c).exp.congr_of_eventuallyEq hc⟩
  have D : ∀ k : ℝ, HasDerivAt (fun x => A * exp (k * (x - a)) + B * exp (-κ * |x - b|))
      (A * k + B * m) a := fun k =>
    (((((hasDerivAt_id' a).sub_const a).const_mul k).exp.const_mul A).fun_add
      (hm.const_mul B)).congr_deriv (by simp)
  -- one-sided slopes at the well
  have hl : HasDerivWithinAt (wave κ a b A B) (A * κ + B * m) (Iio a) a := by
    refine (D κ).hasDerivWithinAt.congr (fun x hx => ?_) (by simp [wave])
    have e : |x - a| = -(x - a) := abs_of_neg (sub_neg.2 hx)
    simp only [wave, e, neg_mul_neg]
  have hr : HasDerivWithinAt (wave κ a b A B) (A * -κ + B * m) (Ioi a) a := by
    refine (D (-κ)).hasDerivWithinAt.congr (fun x hx => ?_) (by simp [wave])
    have e : |x - a| = x - a := abs_of_pos (sub_pos.2 hx)
    simp only [wave, e]
  have hv : wave κ a b A B a = A + B * exp (-κ * |a - b|) := by simp [wave]
  constructor
  · rintro ⟨l, r, h1, h2, h3⟩
    have e1 := (uniqueDiffWithinAt_Iio a).eq_deriv _ h1 hl
    have e2 := (uniqueDiffWithinAt_Ioi a).eq_deriv _ h2 hr
    rw [hv, e1, e2] at h3
    linarith
  · intro h
    exact ⟨_, _, hl, hr, by rw [hv]; linarith⟩
```

The next theorem is the determinant condition, for \(\kappa>0\) and \(d>0\). It concerns superpositions of this form; that every bound state has this form, and the definition of \(H\) as an operator, are not formalised.

```lean
/-- Some nonzero superposition of the two exponentials meets the jump conditions at both wells if
and only if `κ` solves the bound-state equation. -/
theorem boundStateEq_iff_wave (g1 g2 : ℝ) {d κ : ℝ} (hd : 0 < d) (hκ : 0 < κ) :
    BoundStateEq g1 g2 d κ ↔ ∃ A B, wave κ 0 d A B ≠ 0 ∧
      DeltaKink (wave κ 0 d A B) g1 0 ∧ DeltaKink (wave κ 0 d A B) g2 d := by
  have a1 : |0 - d| = d := by rw [zero_sub, abs_neg, abs_of_pos hd]
  have a2 : |d - 0| = d := by rw [sub_zero, abs_of_pos hd]
  have hs : ∀ A B, wave κ 0 d A B = wave κ d 0 B A := fun A B => funext fun x => add_comm _ _
  have k1 : ∀ A B, DeltaKink (wave κ 0 d A B) g1 0 ↔
      2 * κ * A = g1 * (A + B * exp (-κ * d)) := fun A B => by
    rw [kink_iff κ A B g1 hd.ne, a1]
  have k2 : ∀ A B, DeltaKink (wave κ 0 d A B) g2 d ↔
      2 * κ * B = g2 * (B + A * exp (-κ * d)) := fun A B => by
    rw [hs, kink_iff κ B A g2 hd.ne', a2]
  have he : exp (-κ * d) ^ 2 = exp (-2 * κ * d) := by
    rw [sq, ← Real.exp_add]; congr 1; ring
  unfold BoundStateEq
  constructor
  · intro h
    refine ⟨g1 * exp (-κ * d), 2 * κ - g1, fun h0 => ?_, (k1 _ _).2 (by ring), (k2 _ _).2 ?_⟩
    · have v := congrFun h0 0
      simp only [wave, sub_self, abs_zero, mul_zero, Real.exp_zero, mul_one, a1,
        Pi.zero_apply] at v
      have : 0 < 2 * κ * exp (-κ * d) := by positivity
      linarith
    · linear_combination h - g1 * g2 * he
  · rintro ⟨A, B, h0, h1, h2⟩
    rw [k1] at h1
    rw [k2] at h2
    by_contra hne
    -- a nonzero determinant would force both amplitudes to vanish
    have hA : A * ((2 * κ - g1) * (2 * κ - g2) - g1 * g2 * exp (-2 * κ * d)) = 0 := by
      linear_combination (2 * κ - g2) * h1 + g1 * exp (-κ * d) * h2 + A * g1 * g2 * he
    have hB : B * ((2 * κ - g1) * (2 * κ - g2) - g1 * g2 * exp (-2 * κ * d)) = 0 := by
      linear_combination (2 * κ - g1) * h2 + g2 * exp (-κ * d) * h1 + B * g1 * g2 * he
    have hA' := (mul_eq_zero.1 hA).resolve_right (sub_ne_zero.2 hne)
    have hB' := (mul_eq_zero.1 hB).resolve_right (sub_ne_zero.2 hne)
    exact h0 (funext fun x => by simp [wave, hA', hB'])
```

## Locating and counting the roots

The sign argument splits the roots into two regions.

```lean
variable {g1 g2 d : ℝ}

/-- At a root, `2κ` lies below both well strengths or above both. -/
theorem root_location (h1 : 0 < g1) (h2 : 0 < g2) {κ : ℝ} (h : BoundStateEq g1 g2 d κ) :
    2 * κ < min g1 g2 ∨ max g1 g2 < 2 * κ := by
  have hp : 0 < (2 * κ - g1) * (2 * κ - g2) := by
    rw [show (2 * κ - g1) * (2 * κ - g2) = _ from h]; positivity
  rcases mul_pos_iff.1 hp with ⟨p, q⟩ | ⟨p, q⟩
  · exact Or.inr (max_lt (by linarith) (by linarith))
  · exact Or.inl (lt_min (by linarith) (by linarith))
```

In the upper region, `intermediate_value_Ioo` supplies the root and `key` excludes a second.

```lean
/-- Exactly one root has `2κ` above both well strengths, at any distance. -/
theorem upper_root (h1 : 0 < g1) (h2 : 0 < g2) (hd : 0 < d) :
    ∃! κ, max g1 g2 < 2 * κ ∧ BoundStateEq g1 g2 d κ := by
  have hc : Continuous (secular g1 g2 d) := by unfold secular; fun_prop
  have ha : secular g1 g2 d (max g1 g2 / 2) < 0 := by
    have hz : (2 * (max g1 g2 / 2) - g1) * (2 * (max g1 g2 / 2) - g2) = 0 := by
      rcases max_choice g1 g2 with h | h <;> rw [h] <;> ring
    have hp : 0 < g1 * g2 * exp (-2 * (max g1 g2 / 2) * d) := by positivity
    unfold secular; linarith
  have hb : 0 < secular g1 g2 d ((g1 + g2) / 2) := by
    have he : exp (-2 * ((g1 + g2) / 2) * d) < 1 :=
      Real.exp_lt_one_iff.2 (by nlinarith [mul_pos (add_pos h1 h2) hd])
    unfold secular; nlinarith [mul_pos (mul_pos h1 h2) (sub_pos.2 he)]
  have hm : max g1 g2 ≤ g1 + g2 := max_le (by linarith) (by linarith)
  obtain ⟨κ, hκ, hF⟩ := intermediate_value_Ioo (by linarith) hc.continuousOn ⟨ha, hb⟩
  -- the left side grows and the right side falls with κ
  have key : ∀ a b, a < b → max g1 g2 < 2 * a → BoundStateEq g1 g2 d a →
      BoundStateEq g1 g2 d b → False := by
    intro a b hab hma ea eb
    unfold BoundStateEq at ea eb
    have m1 := le_max_left g1 g2
    have m2 := le_max_right g1 g2
    have hl : (2 * a - g1) * (2 * a - g2) < (2 * b - g1) * (2 * b - g2) :=
      mul_lt_mul'' (by linarith) (by linarith) (by linarith) (by linarith)
    have he : exp (-2 * b * d) < exp (-2 * a * d) :=
      Real.exp_lt_exp.2 (by nlinarith [mul_pos (sub_pos.2 hab) hd])
    have hr := mul_lt_mul_of_pos_left he (mul_pos h1 h2)
    linarith
  refine ⟨κ, ⟨by linarith [hκ.1], sub_eq_zero.1 hF⟩, ?_⟩
  rintro y ⟨hy, ey⟩
  rcases lt_trichotomy y κ with h | h | h
  · exact (key y κ h hy ey (sub_eq_zero.1 hF)).elim
  · exact h
  · exact (key κ y h (by linarith [hκ.1]) (sub_eq_zero.1 hF) ey).elim
```

Uniqueness in the lower region turns on `strictConcaveOn_log_Ioi`. Its second component is the strict chord inequality for the logarithm on the positive reals. The proof applies it to the points `g` and `g - 2 * b` with weights `1 - s` and `s`, once for each well. The trivial zero \(\kappa=0\) thus enters as an endpoint of the chord, and no derivative of \(h\) is needed.

```lean
/-- At most one positive root has `2κ` below both well strengths. -/
theorem lower_root_unique (h1 : 0 < g1) (h2 : 0 < g2) {κ κ' : ℝ} (hκ : 0 < κ) (hκ' : 0 < κ')
    (hm : 2 * κ < min g1 g2) (hm' : 2 * κ' < min g1 g2)
    (e : BoundStateEq g1 g2 d κ) (e' : BoundStateEq g1 g2 d κ') : κ = κ' := by
  have hlog : ∀ k, 2 * k < min g1 g2 → BoundStateEq g1 g2 d k →
      log (g1 - 2 * k) + log (g2 - 2 * k) = log g1 + log g2 - 2 * k * d := by
    intro k hk ek
    obtain ⟨p, q⟩ := lt_min_iff.1 hk
    unfold BoundStateEq at ek
    rw [← Real.log_mul (sub_pos.2 p).ne' (sub_pos.2 q).ne',
      show (g1 - 2 * k) * (g2 - 2 * k) = g1 * g2 * exp (-2 * k * d) by linear_combination ek,
      Real.log_mul (mul_pos h1 h2).ne' (Real.exp_pos _).ne', Real.log_mul h1.ne' h2.ne',
      Real.log_exp]
    ring
  -- strict concavity of the logarithm excludes two roots besides κ = 0
  have key : ∀ a b, 0 < a → a < b → 2 * a < min g1 g2 → 2 * b < min g1 g2 →
      BoundStateEq g1 g2 d a → BoundStateEq g1 g2 d b → False := by
    intro a b ha hab ma mb ea eb
    have hb : 0 < b := ha.trans hab
    obtain ⟨s, hs0, hs1, hsb⟩ : ∃ s : ℝ, 0 < s ∧ s < 1 ∧ s * b = a :=
      ⟨a / b, div_pos ha hb, (div_lt_one hb).2 hab, div_mul_cancel₀ a hb.ne'⟩
    have conc : ∀ g, 0 < g → 2 * b < g →
        (1 - s) * log g + s * log (g - 2 * b) < log (g - 2 * a) := by
      intro g hg hbg
      have h := strictConcaveOn_log_Ioi.2 (mem_Ioi.2 hg) (mem_Ioi.2 (sub_pos.2 hbg))
        (by intro h; linarith) (sub_pos.2 hs1) hs0 (by ring)
      simp only [smul_eq_mul] at h
      rwa [show (1 - s) * g + s * (g - 2 * b) = g - 2 * a by
        linear_combination (-2) * hsb] at h
    have c1 := conc g1 h1 (lt_min_iff.1 mb).1
    have c2 := conc g2 h2 (lt_min_iff.1 mb).2
    have la := hlog a ma ea
    have lb : s * log (g1 - 2 * b) + s * log (g2 - 2 * b)
        = s * (log g1 + log g2) - 2 * a * d := by
      linear_combination s * hlog b mb eb - 2 * d * hsb
    linarith
  rcases lt_trichotomy κ κ' with h | h | h
  · exact (key κ κ' hκ h hm hm' e e').elim
  · exact h
  · exact (key κ' κ hκ' h hm' hm e' e).elim
```

The two directions of the threshold follow the exponential bound and the trial point `u / 2`.

```lean
/-- A positive root with `2κ` below both strengths exists exactly when `d > 1/g1 + 1/g2`. -/
theorem lower_root_iff (h1 : 0 < g1) (h2 : 0 < g2) (hd : 0 < d) :
    (∃ κ, 0 < κ ∧ 2 * κ < min g1 g2 ∧ BoundStateEq g1 g2 d κ) ↔ 1 / g1 + 1 / g2 < d := by
  constructor
  · rintro ⟨κ, hκ, hm, h⟩
    obtain ⟨p, q⟩ := lt_min_iff.1 hm
    by_contra hS
    have e : (1 - 2 * κ / g1) * (1 - 2 * κ / g2) = exp (-2 * κ * d) := by
      have e0 : (1 - 2 * κ / g1) * (1 - 2 * κ / g2)
          = (2 * κ - g1) * (2 * κ - g2) / (g1 * g2) := by
        field_simp
        ring
      rw [e0, show (2 * κ - g1) * (2 * κ - g2) = _ from h]
      exact mul_div_cancel_left₀ _ (mul_pos h1 h2).ne'
    -- 1 - x < exp (-x) for each well
    have b : ∀ g, 0 < g → 1 - 2 * κ / g < exp (-(2 * κ / g)) := fun g hg => by
      have hx : 0 < 2 * κ / g := by positivity
      linarith [Real.add_one_lt_exp (neg_ne_zero.2 hx.ne')]
    have hl := mul_lt_mul'' (b g1 h1) (b g2 h2)
      (sub_nonneg.2 ((div_le_one h1).2 p.le)) (sub_nonneg.2 ((div_le_one h2).2 q.le))
    rw [e, ← Real.exp_add, Real.exp_lt_exp] at hl
    have e3 : -(2 * κ / g1) + -(2 * κ / g2) = -(2 * κ * (1 / g1 + 1 / g2)) := by ring
    rw [e3] at hl
    nlinarith [mul_le_mul_of_nonneg_left (not_lt.1 hS) hκ.le]
  · intro hS
    have hQ : g1 + g2 < d * (g1 * g2) := by
      have e0 : 1 / g1 + 1 / g2 = (g1 + g2) / (g1 * g2) := by
        field_simp
        ring
      rwa [e0, div_lt_iff₀ (mul_pos h1 h2)] at hS
    have hD : 0 < 2 * (g1 + g2) * d := by positivity
    -- an explicit point where the secular function is positive
    obtain ⟨u, hu0, hu⟩ : ∃ u : ℝ, 0 < u ∧
        2 * (g1 + g2) * d * u = d * (g1 * g2) - (g1 + g2) :=
      ⟨(d * (g1 * g2) - (g1 + g2)) / (2 * (g1 + g2) * d), div_pos (sub_pos.2 hQ) hD,
        mul_div_cancel₀ _ hD.ne'⟩
    have t0 := mul_pos (mul_pos h1 h2) hd
    have u1 : u < g1 := lt_of_mul_lt_mul_left
      (by nlinarith [mul_pos (mul_pos h1 h1) hd]) hD.le
    have u2 : u < g2 := lt_of_mul_lt_mul_left
      (by nlinarith [mul_pos (mul_pos h2 h2) hd]) hD.le
    have hc : Continuous (secular g1 g2 d) := by unfold secular; fun_prop
    have ha : 0 < secular g1 g2 d (u / 2) := by
      have hw : 0 < 1 + u * d := by positivity
      have hE : exp (-(u * d)) * (1 + u * d) ≤ 1 := by
        have h := mul_le_mul_of_nonneg_left (Real.add_one_le_exp (u * d))
          (Real.exp_pos (-(u * d))).le
        rw [← Real.exp_add, neg_add_cancel, Real.exp_zero] at h
        linarith
      have hP := mul_le_mul_of_nonneg_left hE (mul_pos h1 h2).le
      have hG : (g1 * g2 - (g1 + g2) * u) * (1 + u * d)
          = g1 * g2 + u * (d * (g1 * g2) - (g1 + g2)) / 2 := by
        linear_combination (-u / 2) * hu
      have hpos := mul_pos hu0 (sub_pos.2 hQ)
      have hlt : g1 * g2 * exp (-(u * d)) < g1 * g2 - (g1 + g2) * u :=
        lt_of_mul_lt_mul_right (by rw [hG]; linarith) hw.le
      unfold secular
      rw [show -2 * (u / 2) * d = -(u * d) by ring]
      nlinarith [sq_nonneg u]
    have hb : secular g1 g2 d (min g1 g2 / 2) < 0 := by
      have hz : (2 * (min g1 g2 / 2) - g1) * (2 * (min g1 g2 / 2) - g2) = 0 := by
        rcases min_choice g1 g2 with h | h <;> rw [h] <;> ring
      have hp : 0 < g1 * g2 * exp (-2 * (min g1 g2 / 2) * d) := by positivity
      unfold secular; linarith
    have hum := lt_min u1 u2
    obtain ⟨κ, hκ, hF⟩ := intermediate_value_Ioo' (by linarith) hc.continuousOn ⟨hb, ha⟩
    exact ⟨κ, by linarith [hκ.1], by linarith [hκ.2], sub_eq_zero.1 hF⟩
```

The final theorem counts distinct positive \(\kappa\) with `ncard`, the cardinality of a set as a natural number. The case \(d=1/g_1+1/g_2\) belongs to the single-root branch.

```lean
/-- The bound-state equation of the double delta well has exactly two positive roots if
`d > 1/g1 + 1/g2`, and exactly one otherwise. -/
theorem number_of_roots (h1 : 0 < g1) (h2 : 0 < g2) (hd : 0 < d) :
    (1 / g1 + 1 / g2 < d → {κ | 0 < κ ∧ BoundStateEq g1 g2 d κ}.ncard = 2) ∧
    (d ≤ 1 / g1 + 1 / g2 → {κ | 0 < κ ∧ BoundStateEq g1 g2 d κ}.ncard = 1) := by
  obtain ⟨k, ⟨hk, ek⟩, hu⟩ := upper_root h1 h2 hd
  have hk0 : 0 < k := by linarith [le_max_left g1 g2]
  constructor
  · intro hS
    obtain ⟨q, hq0, hq, eq⟩ := (lower_root_iff h1 h2 hd).2 hS
    refine Set.ncard_eq_two.2 ⟨q, k, ?_, ?_⟩
    · intro h
      rw [h] at hq
      linarith [min_le_left g1 g2, le_max_left g1 g2]
    · ext x
      constructor
      · rintro ⟨hx, ex⟩
        rcases root_location h1 h2 ex with h | h
        · exact Or.inl (lower_root_unique h1 h2 hx hq0 h hq ex eq)
        · exact Or.inr (hu x ⟨h, ex⟩)
      · rintro (h | h)
        · rw [h]; exact ⟨hq0, eq⟩
        · rw [show x = k from h]; exact ⟨hk0, ek⟩
  · intro hS
    refine Set.ncard_eq_one.2 ⟨k, ?_⟩
    ext x
    constructor
    · rintro ⟨hx, ex⟩
      rcases root_location h1 h2 ex with h | h
      · exact absurd ((lower_root_iff h1 h2 hd).1 ⟨x, hx, h, ex⟩) (not_lt.2 hS)
      · exact hu x ⟨h, ex⟩
    · intro h
      rw [show x = k from h]; exact ⟨hk0, ek⟩

end

end DoubleDeltaWell
```

```lean
#print axioms DoubleDeltaWell.wave_free
#print axioms DoubleDeltaWell.boundStateEq_iff_wave
#print axioms DoubleDeltaWell.number_of_roots
```

```
'DoubleDeltaWell.wave_free' depends on axioms: [propext, Classical.choice, Quot.sound]
'DoubleDeltaWell.boundStateEq_iff_wave' depends on axioms: [propext, Classical.choice, Quot.sound]
'DoubleDeltaWell.number_of_roots' depends on axioms: [propext, Classical.choice, Quot.sound]
```
